# The optimally conditioned Broyden update of a two-by-two Hessian model

Let $B$ be a positive definite $2\times2$ Hessian model, $s$ a step and $y$ the gradient change along it. Put $H=B^{-1}$, $a=s^TBs$, $b=y^Ts$ and $h=y^THy$, with $b>0$ and $ah>b^2$. Among the positive definite updates $C(\varphi)=(1-\varphi)\,\mathrm{BFGS}(B)+\varphi\,\mathrm{DFP}(B)$, where $\varphi$ may be any real number, the measure $(\operatorname{tr}HC)^2/\det HC$ has the unique minimiser

$$\varphi_0=\frac{b(h-b)}{ah-b^2},\qquad\text{with minimum value } \frac{4ah}{b^2}.$$

Such updates replace second derivatives in quasi-Newton geometry optimisation; the result applies to a model with two coordinates. The condition $b>0$ says that the slope along the step has increased. Note that $H$ is the inverse of the Hessian model, not the Hessian.

## One parameter controls trace and determinant

Let $n=(-s_1,s_0)$ be $s$ turned by a right angle. Since $b>0$, $s\neq0$, and every symmetric $2\times2$ matrix that annihilates $s$ is a multiple of $nn^T$. The adjugate formula for $H$ gives $n^THn=a/\det B$.

Without their common term $yy^T/b$, the two updates are

$$B-\frac{Bss^TB}{a},\qquad B-\frac{ys^TB+Bsy^T}{b}+\frac{a\,yy^T}{b^2}.$$

Both are symmetric and annihilate $s$. Multiplied by $H$, they have traces $2-1=1$ and $2-2+ah/b^2=ah/b^2$. Comparison with $n^THn$ fixes the multiples of $nn^T$ as $\det B/a$ and $(\det B/a)(ah/b^2)$. Hence

$$C=\frac{yy^T}{b}+\frac{\det B}{a}\,t\,nn^T,\qquad t=1+\varphi\Bigl(\frac{ah}{b^2}-1\Bigr).$$

It follows that $\operatorname{tr}HC=h/b+t$. The determinant of $\alpha yy^T+\beta nn^T$ is $\alpha\beta(y_0s_0+y_1s_1)^2=\alpha\beta b^2$, so $\det HC=bt/a$.

If $C$ is positive definite, then $\det HC>0$ and $t>0$. Conversely, for $t>0$ the form $x^TCx$ is a sum of two weighted squares. It vanishes only if $n^Tx=0$, so that $x=\lambda s$, and $y^Tx=\lambda b=0$, so that $x=0$. For $t>0$,

$$\frac{(t+h/b)^2}{bt/a}-\frac{4ah}{b^2}=\frac{a\,(t-h/b)^2}{bt}\ge0,$$

with equality only at $t=h/b>0$. Solving for $\varphi$ gives $\varphi_0$.

The inequality $ah\ge b^2$ always holds, by Cauchy–Schwarz, but it does not suffice for uniqueness. For $B=1$ and $s=y=(1,0)$ we have $a=b=h=1$, and every $\varphi$ gives $C=1$ and the value $4$.

## The updates as Lean definitions

Vectors are functions on `Fin 2`, with indices 0 and 1, and matrices are real.

```lean
import Mathlib

open Matrix

namespace DavidonOptimalConditioning

noncomputable section
```

`curv B s` is $a$, and `curv B⁻¹ y` is $h$.

```lean
/-- The curvature `xᵀ M x` of the quadratic model with matrix `M` along `x`. -/
def curv (M : Matrix (Fin 2) (Fin 2) ℝ) (x : Fin 2 → ℝ) : ℝ := x ⬝ᵥ M *ᵥ x
```

In the updates, `vecMulVec u v` is the outer product $uv^T$, and `y ⬝ᵥ s` is $b$.

```lean
/-- The BFGS update of a symmetric Hessian model `B` for the step `s` and gradient change `y`,
where `sᵀ B s` and `yᵀ s` are nonzero. -/
def bfgs (B : Matrix (Fin 2) (Fin 2) ℝ) (s y : Fin 2 → ℝ) : Matrix (Fin 2) (Fin 2) ℝ :=
  B - (curv B s)⁻¹ • vecMulVec (B *ᵥ s) (B *ᵥ s) + (y ⬝ᵥ s)⁻¹ • vecMulVec y y

/-- The DFP update of a Hessian model `B` for the step `s` and gradient change `y`,
where `yᵀ s` is nonzero. -/
def dfp (B : Matrix (Fin 2) (Fin 2) ℝ) (s y : Fin 2 → ℝ) : Matrix (Fin 2) (Fin 2) ℝ :=
  (1 - (y ⬝ᵥ s)⁻¹ • vecMulVec y s) * B * (1 - (y ⬝ᵥ s)⁻¹ • vecMulVec s y)
    + (y ⬝ᵥ s)⁻¹ • vecMulVec y y
```

The convention is $\varphi=0$ for BFGS and $\varphi=1$ for DFP, both acting on the Hessian model.

```lean
/-- The Broyden family: the mixture `(1 - φ) BFGS + φ DFP`, where `sᵀ B s` and `yᵀ s`
are nonzero. -/
def broyden (B : Matrix (Fin 2) (Fin 2) ℝ) (s y : Fin 2 → ℝ) (φ : ℝ) :
    Matrix (Fin 2) (Fin 2) ℝ :=
  (1 - φ) • bfgs B s y + φ • dfp B s y
```

`stretch` is $t$, and `davidonParam` is $\varphi_0$.

```lean
/-- The factor `t = 1 + φ (a h / b² - 1)` with `a = sᵀ B s`, `h = yᵀ B⁻¹ y` and
`b = yᵀ s` nonzero, for invertible `B`. -/
def stretch (B : Matrix (Fin 2) (Fin 2) ℝ) (s y : Fin 2 → ℝ) (φ : ℝ) : ℝ :=
  1 + φ * (curv B s * curv B⁻¹ y / (y ⬝ᵥ s) ^ 2 - 1)

/-- Davidon's parameter `b (h - b) / (a h - b²)`, for invertible `B` and `a h ≠ b²`. -/
def davidonParam (B : Matrix (Fin 2) (Fin 2) ℝ) (s y : Fin 2 → ℝ) : ℝ :=
  (y ⬝ᵥ s) * (curv B⁻¹ y - y ⬝ᵥ s) / (curv B s * curv B⁻¹ y - (y ⬝ᵥ s) ^ 2)

/-- The conditioning measure `(tr M)² / det M` of a matrix with nonzero determinant. -/
def condMeasure (M : Matrix (Fin 2) (Fin 2) ℝ) : ℝ := M.trace ^ 2 / M.det

/-- The vector `s` turned by a right angle. -/
def perp (s : Fin 2 → ℝ) : Fin 2 → ℝ := ![-s 1, s 0]
```

## The normal form and its invariants

Three auxiliary lemmas supply symmetry, the entries of the inverse and the coordinate form of `curv`.

```lean
variable {B : Matrix (Fin 2) (Fin 2) ℝ} {s y : Fin 2 → ℝ}

/-- A positive definite real matrix has equal off-diagonal entries. -/
private theorem offdiag (hB : B.PosDef) : B 1 0 = B 0 1 := by
  simpa using hB.isHermitian.apply 0 1

/-- The entries of the inverse of a 2 by 2 matrix. -/
private theorem inv_entries (B : Matrix (Fin 2) (Fin 2) ℝ) :
    B⁻¹ 0 0 = B.det⁻¹ * B 1 1 ∧ B⁻¹ 0 1 = B.det⁻¹ * (-B 0 1) ∧
    B⁻¹ 1 0 = B.det⁻¹ * (-B 1 0) ∧ B⁻¹ 1 1 = B.det⁻¹ * B 0 0 := by
  rw [Matrix.inv_def, Matrix.adjugate_fin_two, Ring.inverse_eq_inv']
  exact ⟨rfl, rfl, rfl, rfl⟩

/-- The curvature of a 2 by 2 model written in coordinates. -/
private theorem curv_coord (M : Matrix (Fin 2) (Fin 2) ℝ) (x : Fin 2 → ℝ) :
    curv M x = x 0 * (M 0 0 * x 0 + M 0 1 * x 1) + x 1 * (M 1 0 * x 0 + M 1 1 * x 1) := by
  simp only [curv, Matrix.mulVec, dotProduct, Fin.sum_univ_two]
```

Positive curvature along $s$ follows from $s\ne0$.

```lean
/-- For positive definite `B` and `yᵀ s > 0` the step has positive curvature `sᵀ B s`. -/
theorem curv_pos (hB : B.PosDef) (hb : 0 < y ⬝ᵥ s) : 0 < curv B s := by
  have hs : s ≠ 0 := by
    rintro rfl
    simp at hb
  simpa [curv] using hB.dotProduct_mulVec_pos hs
```

The normal form is proved by comparing four entries: `field_simp` clears the denominators and `ring` checks the polynomial identity. This replaces the trace argument above.

```lean
/-- For positive definite `B` and `yᵀ s > 0`, each member of the Broyden family is
`y yᵀ / b + (det B / a) t n nᵀ`, where `n` is the step turned by a right angle. -/
theorem broyden_normal_form (hB : B.PosDef) (hb : 0 < y ⬝ᵥ s) (φ : ℝ) :
    broyden B s y φ = (y ⬝ᵥ s)⁻¹ • vecMulVec y y
      + (B.det / curv B s * stretch B s y φ) • vecMulVec (perp s) (perp s) := by
  have ha := (curv_pos hB hb).ne'
  have hb' := hb.ne'
  have hD := hB.det_pos.ne'
  have h10 := offdiag hB
  obtain ⟨i00, i01, i10, i11⟩ := inv_entries B
  have ea := curv_coord B s
  have eh := curv_coord B⁻¹ y
  rw [i00, i01, i10, i11, h10] at eh
  rw [h10] at ea
  have eb : y ⬝ᵥ s = y 0 * s 0 + y 1 * s 1 := by simp only [dotProduct, Fin.sum_univ_two]
  have ed : B.det = B 0 0 * B 1 1 - B 0 1 * B 0 1 := by rw [Matrix.det_fin_two, h10]
  have u0 : (B *ᵥ s) 0 = B 0 0 * s 0 + B 0 1 * s 1 := by
    simp only [Matrix.mulVec, dotProduct, Fin.sum_univ_two]
  have u1 : (B *ᵥ s) 1 = B 0 1 * s 0 + B 1 1 * s 1 := by
    simp only [Matrix.mulVec, dotProduct, Fin.sum_univ_two, h10]
  have o01 : (1 : Matrix (Fin 2) (Fin 2) ℝ) 0 1 = 0 := by simp
  have o10 : (1 : Matrix (Fin 2) (Fin 2) ℝ) 1 0 = 0 := by simp
  have p0 : perp s 0 = -s 1 := rfl
  have p1 : perp s 1 = s 0 := rfl
  -- compare the four entries, clearing the denominators a, b and det B
  ext i j
  revert i j
  simp only [Fin.forall_fin_two]
  refine ⟨⟨?_, ?_⟩, ?_, ?_⟩ <;>
  · simp only [broyden, bfgs, dfp, stretch, Matrix.add_apply, Matrix.sub_apply,
      Matrix.smul_apply, smul_eq_mul, Matrix.mul_apply, vecMulVec_apply, Fin.sum_univ_two,
      Matrix.one_apply_eq, o01, o10, p0, p1, u0, u1, h10, eh]
    field_simp
    simp only [ea, eb, ed]
    ring
```

The trace and determinant then follow from the normal form in coordinates.

```lean
/-- For positive definite `B` and `yᵀ s > 0`, the trace of `B⁻¹ C` is `h / b + t`. -/
theorem trace_relative (hB : B.PosDef) (hb : 0 < y ⬝ᵥ s) (φ : ℝ) :
    (B⁻¹ * broyden B s y φ).trace = curv B⁻¹ y / (y ⬝ᵥ s) + stretch B s y φ := by
  have ha := (curv_pos hB hb).ne'
  have hb' := hb.ne'
  have hD := hB.det_pos.ne'
  have h10 := offdiag hB
  obtain ⟨i00, i01, i10, i11⟩ := inv_entries B
  have ea := curv_coord B s
  have p0 : perp s 0 = -s 1 := rfl
  have p1 : perp s 1 = s 0 := rfl
  rw [broyden_normal_form hB hb, curv_coord B⁻¹ y, Matrix.trace_fin_two]
  simp only [Matrix.mul_apply, Fin.sum_univ_two, Matrix.add_apply, Matrix.smul_apply,
    smul_eq_mul, vecMulVec_apply, i00, i01, i10, i11, p0, p1, h10]
  field_simp
  simp only [ea, h10]
  ring

/-- For positive definite `B` and `yᵀ s > 0`, the determinant of `B⁻¹ C` is `b t / a`. -/
theorem det_relative (hB : B.PosDef) (hb : 0 < y ⬝ᵥ s) (φ : ℝ) :
    (B⁻¹ * broyden B s y φ).det = (y ⬝ᵥ s) * stretch B s y φ / curv B s := by
  have ha := (curv_pos hB hb).ne'
  have hb' := hb.ne'
  have hD := hB.det_pos.ne'
  have eb : y ⬝ᵥ s = y 0 * s 0 + y 1 * s 1 := by simp only [dotProduct, Fin.sum_univ_two]
  have p0 : perp s 0 = -s 1 := rfl
  have p1 : perp s 1 = s 0 := rfl
  rw [Matrix.det_mul, Matrix.det_nonsing_inv, Ring.inverse_eq_inv',
    broyden_normal_form hB hb, Matrix.det_fin_two (_ + _)]
  simp only [Matrix.add_apply, Matrix.smul_apply, smul_eq_mul, vecMulVec_apply, p0, p1]
  field_simp
  simp only [eb]
  ring
```

For positive definiteness, `key` writes the quadratic form as two weighted squares. The case split shows that both cannot vanish for $x\neq0$.

```lean
/-- If `yᵀ s > 0` and `w > 0`, then `y yᵀ / (yᵀ s) + w n nᵀ` is positive definite, where `n`
is `s` turned by a right angle. -/
theorem normal_form_posDef (hb : 0 < y ⬝ᵥ s) {w : ℝ} (hw : 0 < w) :
    ((y ⬝ᵥ s)⁻¹ • vecMulVec y y + w • vecMulVec (perp s) (perp s)).PosDef := by
  have eb : y ⬝ᵥ s = y 0 * s 0 + y 1 * s 1 := by simp only [dotProduct, Fin.sum_univ_two]
  refine Matrix.posDef_iff_dotProduct_mulVec.mpr ⟨?_, ?_⟩
  · refine Matrix.IsHermitian.ext fun i j => ?_
    simp only [Matrix.add_apply, Matrix.smul_apply, smul_eq_mul, vecMulVec_apply, star_trivial]
    ring
  · intro x hx
    have p0 : perp s 0 = -s 1 := rfl
    have p1 : perp s 1 = s 0 := rfl
    -- the quadratic form is a sum of two weighted squares
    have key : star x ⬝ᵥ ((y ⬝ᵥ s)⁻¹ • vecMulVec y y + w • vecMulVec (perp s) (perp s)) *ᵥ x
        = (y ⬝ᵥ s)⁻¹ * (y 0 * x 0 + y 1 * x 1) ^ 2 + w * (s 0 * x 1 - s 1 * x 0) ^ 2 := by
      generalize (y ⬝ᵥ s)⁻¹ = c
      simp only [star_trivial, Matrix.mulVec, dotProduct, Fin.sum_univ_two, Matrix.add_apply,
        Matrix.smul_apply, smul_eq_mul, vecMulVec_apply, p0, p1]
      ring
    rw [key]
    rcases eq_or_ne (s 0 * x 1 - s 1 * x 0) 0 with hc | hc
    · have hd : y 0 * x 0 + y 1 * x 1 ≠ 0 := by
        intro hd
        have h0 : (y ⬝ᵥ s) * x 0 = 0 := by
          rw [eb]
          linear_combination s 0 * hd - y 1 * hc
        have h1 : (y ⬝ᵥ s) * x 1 = 0 := by
          rw [eb]
          linear_combination s 1 * hd + y 0 * hc
        exact hx (funext (Fin.forall_fin_two.mpr
          ⟨(mul_eq_zero.mp h0).resolve_left hb.ne', (mul_eq_zero.mp h1).resolve_left hb.ne'⟩))
      positivity
    · positivity
```

## The minimum and its place in the family

The theorem has three parts: $C(\varphi_0)$ is positive definite, its measure is $4ah/b^2$, and every other positive definite member has a strictly larger measure. In the proof, `ht` is $t=h/b$ at $\varphi_0$, `hdet` gives a positive denominator, and `hne` makes the square $(t-h/b)^2$ strictly positive for the final `nlinarith`.

```lean
/-- Davidon's optimal conditioning: for positive definite `B`, `b = yᵀ s > 0` and `a h > b²`,
Davidon's parameter gives a positive definite update with `(tr B⁻¹C)² / det B⁻¹C = 4 a h / b²`,
and every other positive definite member of the Broyden family has a larger value. -/
theorem optimal_conditioning (hB : B.PosDef) (hb : 0 < y ⬝ᵥ s)
    (hab : (y ⬝ᵥ s) ^ 2 < curv B s * curv B⁻¹ y) :
    (broyden B s y (davidonParam B s y)).PosDef ∧
    condMeasure (B⁻¹ * broyden B s y (davidonParam B s y))
      = 4 * curv B s * curv B⁻¹ y / (y ⬝ᵥ s) ^ 2 ∧
    ∀ φ, (broyden B s y φ).PosDef → φ ≠ davidonParam B s y →
      4 * curv B s * curv B⁻¹ y / (y ⬝ᵥ s) ^ 2 < condMeasure (B⁻¹ * broyden B s y φ) := by
  have ha := curv_pos hB hb
  have hh : 0 < curv B⁻¹ y := pos_of_mul_pos_right (lt_trans (by positivity) hab) ha.le
  have hm : curv B s * curv B⁻¹ y - (y ⬝ᵥ s) ^ 2 ≠ 0 := (sub_pos.mpr hab).ne'
  have em : curv B s * curv B⁻¹ y / (y ⬝ᵥ s) ^ 2 - 1
      = (curv B s * curv B⁻¹ y - (y ⬝ᵥ s) ^ 2) / (y ⬝ᵥ s) ^ 2 := by
    rw [sub_div, div_self (pow_ne_zero 2 hb.ne')]
  -- at Davidon's parameter the factor t equals h / b
  have ht : stretch B s y (davidonParam B s y) = curv B⁻¹ y / (y ⬝ᵥ s) := by
    rw [stretch, em, davidonParam, div_mul_div_cancel₀ hm]
    field_simp
    ring
  refine ⟨?_, ?_, ?_⟩
  · rw [broyden_normal_form hB hb, ht]
    exact normal_form_posDef hb (mul_pos (div_pos hB.det_pos ha) (div_pos hh hb))
  · rw [condMeasure, trace_relative hB hb, det_relative hB hb, ht]
    field_simp
    ring
  · intro φ hC hφ
    -- positive definiteness of C forces t > 0
    have hdet : 0 < (y ⬝ᵥ s) * stretch B s y φ / curv B s := by
      rw [← det_relative hB hb, Matrix.det_mul]
      exact mul_pos hB.inv.det_pos hC.det_pos
    have hne : stretch B s y φ - curv B⁻¹ y / (y ⬝ᵥ s) ≠ 0 := by
      intro h0
      have h1 : stretch B s y φ = stretch B s y (davidonParam B s y) := by
        rw [ht]
        exact sub_eq_zero.mp h0
      simp only [stretch, em] at h1
      exact hφ (mul_right_cancel₀ (div_ne_zero hm (pow_ne_zero 2 hb.ne'))
        (add_left_cancel h1))
    rw [condMeasure, trace_relative hB hb, det_relative hB hb, lt_div_iff₀ hdet]
    have e : 4 * curv B s * curv B⁻¹ y / (y ⬝ᵥ s) ^ 2
        * ((y ⬝ᵥ s) * stretch B s y φ / curv B s)
        = 4 * (curv B⁻¹ y / (y ⬝ᵥ s)) * stretch B s y φ := by
      field_simp
    rw [e]
    nlinarith [sq_pos_of_ne_zero hne]
```

The optimum lies between BFGS and DFP, endpoints included, exactly when $b\le h$ and $b\le a$. Clearing the positive denominator turns $0\le\varphi_0$ into $b\le h$, and $\varphi_0\le1$ into $bh\le ah$.

```lean
/-- For positive definite `B`, `b = yᵀ s > 0` and `a h > b²`, with `a = sᵀ B s` and `h = yᵀ B⁻¹ y`,
Davidon's parameter lies between BFGS (`φ = 0`) and DFP (`φ = 1`) exactly when `b ≤ h` and `b ≤ a`.
-/
theorem davidonParam_mem_Icc_iff (hB : B.PosDef) (hb : 0 < y ⬝ᵥ s)
    (hab : (y ⬝ᵥ s) ^ 2 < curv B s * curv B⁻¹ y) :
    davidonParam B s y ∈ Set.Icc 0 1 ↔ y ⬝ᵥ s ≤ curv B⁻¹ y ∧ y ⬝ᵥ s ≤ curv B s := by
  have ha := curv_pos hB hb
  have hh : 0 < curv B⁻¹ y := pos_of_mul_pos_right (lt_trans (by positivity) hab) ha.le
  rw [Set.mem_Icc, davidonParam, le_div_iff₀ (sub_pos.mpr hab), div_le_iff₀ (sub_pos.mpr hab)]
  constructor
  · rintro ⟨h0, h1⟩
    exact ⟨le_of_mul_le_mul_left (by linarith) hb, le_of_mul_le_mul_right (by linarith) hh⟩
  · rintro ⟨h0, h1⟩
    constructor
    · nlinarith [mul_nonneg hb.le (sub_nonneg.mpr h0)]
    · nlinarith [mul_nonneg hh.le (sub_nonneg.mpr h1)]
```

The measure deserves the word conditioning because it orders matrices as the ratio $p/q$ does, where $p\ge q>0$ have the trace as sum and the determinant as product. These are the eigenvalues. For $HC$ with $C$ positive definite they are real and positive, since $HC$ is similar to the positive definite matrix $H^{1/2}CH^{1/2}$. The proof factorises the difference of two measures and reads off its sign.

```lean
/-- For two matrices whose trace and determinant are the sum and product of numbers
`0 < q ≤ p` and `0 < q' ≤ p'`, the conditioning measure orders them as the ratios `p / q`
and `p' / q'` do. -/
theorem condMeasure_lt_iff {M M' : Matrix (Fin 2) (Fin 2) ℝ} {p q p' q' : ℝ}
    (hq : 0 < q) (hqp : q ≤ p) (hq' : 0 < q') (hqp' : q' ≤ p')
    (ht : M.trace = p + q) (hd : M.det = p * q)
    (ht' : M'.trace = p' + q') (hd' : M'.det = p' * q') :
    condMeasure M < condMeasure M' ↔ p / q < p' / q' := by
  have hp : 0 < p := hq.trans_le hqp
  have hp' : 0 < p' := hq'.trans_le hqp'
  -- the difference of the measures factorises
  have e : condMeasure M' - condMeasure M
      = (p' * q - p * q') * (p * p' - q * q') / (p * q * (p' * q')) := by
    rw [condMeasure, condMeasure, ht, hd, ht', hd']
    field_simp
    ring
  have hprod : q * q' ≤ p * p' := mul_le_mul hqp hqp' hq'.le hp.le
  rw [div_lt_div_iff₀ hq hq']
  constructor
  · intro hlt
    by_contra hn
    have h0 : (p' * q - p * q') * (p * p' - q * q') / (p * q * (p' * q')) ≤ 0 :=
      div_nonpos_of_nonpos_of_nonneg
        (mul_nonpos_of_nonpos_of_nonneg (by linarith) (by linarith)) (by positivity)
    linarith
  · intro hlt
    have hs : q * q' < p * p' := by
      refine lt_of_le_of_ne hprod fun h => ?_
      nlinarith [mul_le_mul_of_nonneg_left hqp' hq.le, mul_le_mul_of_nonneg_right hqp hp'.le,
        mul_le_mul_of_nonneg_right hqp hq'.le]
    have h0 : 0 < (p' * q - p * q') * (p * p' - q * q') / (p * q * (p' * q')) :=
      div_pos (mul_pos (by linarith) (by linarith)) (by positivity)
    linarith

end

end DavidonOptimalConditioning
```

With more coordinates, $HC$ also has unit eigenvalues, which can change the optimal parameter. Even in two dimensions, good conditioning relative to $B$ does not ensure that $C$ is close to the true Hessian of an energy surface.

```lean
#print axioms DavidonOptimalConditioning.optimal_conditioning
#print axioms DavidonOptimalConditioning.davidonParam_mem_Icc_iff
#print axioms DavidonOptimalConditioning.condMeasure_lt_iff
```

```
'DavidonOptimalConditioning.optimal_conditioning' depends on axioms: [propext, Classical.choice, Quot.sound]
'DavidonOptimalConditioning.davidonParam_mem_Icc_iff' depends on axioms: [propext, Classical.choice, Quot.sound]
'DavidonOptimalConditioning.condMeasure_lt_iff' depends on axioms: [propext, Classical.choice, Quot.sound]
```
